# For smooth normalised states, a link's Berry phase is its length times the midpoint Berry connection, up to a cubic error

If the Berry phase of the link between two neighbouring states is approximated by the link length times the Berry connection at one end, the error in the phase can be of second order in the link length. With the connection at the midpoint, the error is at most of third order, provided that the states, including their chosen phases, are normalised and three times continuously differentiable in the parameter.

```lean
import Mathlib

open Complex

namespace MidpointBerryPhase

noncomputable section

variable {E : Type*} [NormedAddCommGroup E] [InnerProductSpace ℂ E]

/-- The Berry connection `i⟨u, u'⟩` of a normalised family of states, written as the real
number `-Im ⟨u, u'⟩`. -/
def berryConnection (u : ℝ → E) (t : ℝ) : ℝ := -(inner ℂ (u t) (deriv u t)).im

/-- The discrete Berry phase of a single link, `-arg ⟨u(s), u(t)⟩`. -/
def linkPhase (u : ℝ → E) (s t : ℝ) : ℝ := -arg (inner ℂ (u s) (u t))

/-- A function that vanishes at the origin and whose slope is at most `M |t|^k` in absolute value
between `-|h|` and `|h|` is at most `M |h|^(k+1)` in absolute value at `h`. -/
theorem growth_bound {φ φ' : ℝ → ℝ} {M h : ℝ} {k : ℕ} (hd : ∀ t, HasDerivAt φ (φ' t) t)
    (h0 : φ 0 = 0) (hM : 0 ≤ M) (hb : ∀ t, |t| ≤ |h| → |φ' t| ≤ M * |t| ^ k) :
    |φ h| ≤ M * |h| ^ (k + 1) := by
  have key : ‖φ h - φ 0‖ ≤ M * |h| ^ k * ‖h - 0‖ := by
    refine Convex.norm_image_sub_le_of_norm_hasDerivWithin_le (f' := φ')
      (s := Set.Icc (-|h|) |h|) (fun t _ => (hd t).hasDerivWithinAt) ?_
      (convex_Icc _ _) ?_ ?_
    · intro t ht
      have ht' : |t| ≤ |h| := abs_le.2 ht
      rw [Real.norm_eq_abs]
      exact (hb t ht').trans (by gcongr)
    · exact ⟨by linarith [abs_nonneg h], abs_nonneg h⟩
    · exact ⟨neg_abs_le h, le_abs_self h⟩
  rw [h0, sub_zero, sub_zero, Real.norm_eq_abs, Real.norm_eq_abs] at key
  calc |φ h| ≤ M * |h| ^ k * |h| := key
    _ = M * |h| ^ (k + 1) := by ring

/-- An odd, three times continuously differentiable function agrees with its linear part
up to a cubic error. -/
theorem odd_linear_bound {f : ℝ → ℝ} (hf : ContDiff ℝ 3 f) (odd : ∀ h, f (-h) = -f h) :
    ∃ C, ∀ h, |h| ≤ 1 → |f h - h * deriv f 0| ≤ C * |h| ^ 3 := by
  obtain ⟨d0, -, c1⟩ := contDiff_succ_iff_deriv.1
    (show ContDiff ℝ (2 + 1) f by rw [two_add_one_eq_three]; exact hf)
  obtain ⟨d1, -, c2⟩ := contDiff_succ_iff_deriv.1
    (show ContDiff ℝ (1 + 1) (deriv f) by rw [one_add_one_eq_two]; exact c1)
  obtain ⟨d2, c3⟩ := contDiff_one_iff_deriv.1 c2
  -- the slope is even, so the second derivative vanishes at the origin
  have even : ∀ t, deriv f (-t) = deriv f t := by
    intro t
    have a : HasDerivAt (fun x => f (-x)) (deriv f (-t) * -1) t :=
      (d0 (-t)).hasDerivAt.comp t (hasDerivAt_neg t)
    rw [show (fun x => f (-x)) = fun x => -f x from funext odd] at a
    linarith [a.unique (d0 t).hasDerivAt.fun_neg]
  have zero : deriv (deriv f) 0 = 0 := by
    have a : HasDerivAt (fun x => deriv f (-x)) (deriv (deriv f) (-0) * -1) 0 :=
      (d1 (-0)).hasDerivAt.comp 0 (hasDerivAt_neg 0)
    rw [show (fun x => deriv f (-x)) = deriv f from funext even, neg_zero] at a
    linarith [a.unique (d1 0).hasDerivAt]
  obtain ⟨M, hM⟩ := (isCompact_Icc (a := (-1 : ℝ)) (b := 1)).exists_bound_of_continuousOn
    c3.continuousOn
  have M0 : 0 ≤ M := (norm_nonneg _).trans (hM 0 (by norm_num))
  -- integrate the bound on the third derivative three times
  have s2 : ∀ h, |h| ≤ 1 → |deriv (deriv f) h| ≤ M * |h| ^ (0 + 1) := fun h hh =>
    growth_bound (fun t => (d2 t).hasDerivAt) zero M0
      (fun t ht => by simpa using hM t (abs_le.1 (ht.trans hh)))
  have s1 : ∀ h, |h| ≤ 1 → |deriv f h - deriv f 0| ≤ M * |h| ^ (0 + 1 + 1) := fun h hh =>
    growth_bound (φ := fun t => deriv f t - deriv f 0)
      (fun t => (d1 t).hasDerivAt.sub_const _) (sub_self _) M0
      (fun t ht => s2 t (ht.trans hh))
  have f0 : f 0 = 0 := by
    have := odd 0
    rw [neg_zero] at this
    linarith
  refine ⟨M, fun h hh => ?_⟩
  exact growth_bound (φ := fun t => f t - t * deriv f 0)
    (φ' := fun t => deriv f t - deriv f 0) (k := 2)
    (fun t => ((d0 t).hasDerivAt.fun_sub
      ((hasDerivAt_id' t).mul_const (deriv f 0))).congr_deriv (by ring))
    (by simp [f0]) M0 (fun t ht => s1 t (ht.trans hh))

/-- Exchanging the two states reverses the sign of the imaginary part of their overlap. -/
theorem overlap_im_swap (x y : E) : (inner ℂ x y).im = -(inner ℂ y x).im := by
  rw [← inner_conj_symm x y, Complex.conj_im]

/-- The imaginary part of the overlap of `u(t-h)` and `u(t+h)` is `2h Im ⟨u(t), u'(t)⟩` up to
a cubic error, whether or not the states are normalised. -/
theorem midpoint_overlap {u : ℝ → E} (hu : ContDiff ℝ 3 u) (t : ℝ) :
    ∃ C, ∀ h : ℝ, |h| ≤ 1 →
      |(inner ℂ (u (t - h)) (u (t + h))).im - 2 * h * (inner ℂ (u t) (deriv u t)).im|
        ≤ C * |h| ^ 3 := by
  let f : ℝ → ℝ := fun h => (inner ℂ (u (t - h)) (u (t + h))).im
  have hf : ContDiff ℝ 3 f :=
    Complex.imCLM.contDiff.comp (ContDiff.inner ℂ
      (hu.comp (contDiff_const.sub contDiff_id)) (hu.comp (contDiff_const.add contDiff_id)))
  have odd : ∀ h, f (-h) = -f h := by
    intro h
    change (inner ℂ (u (t - -h)) (u (t + -h))).im = -(inner ℂ (u (t - h)) (u (t + h))).im
    rw [sub_neg_eq_add, ← sub_eq_add_neg]
    exact overlap_im_swap _ _
  have hd : HasDerivAt u (deriv u t) t := (hu.differentiable (by norm_num) t).hasDerivAt
  have hp : HasDerivAt (fun h => u (t + h)) (deriv u t) 0 :=
    HasDerivAt.comp_const_add t 0 (by simpa using hd)
  have hm : HasDerivAt (fun h => u (t - h)) (-deriv u t) 0 :=
    HasDerivAt.comp_const_sub t 0 (by simpa using hd)
  have slope : deriv f 0 = 2 * (inner ℂ (u t) (deriv u t)).im := by
    have a : HasDerivAt f (inner ℂ (u (t - 0)) (deriv u t)
        + inner ℂ (-deriv u t) (u (t + 0))).im 0 :=
      Complex.imCLM.hasFDerivAt.comp_hasDerivAt 0 (HasDerivAt.inner ℂ hm hp)
    rw [a.deriv, sub_zero, add_zero, inner_neg_left, Complex.add_im, Complex.neg_im,
      overlap_im_swap (deriv u t) (u t)]
    ring
  obtain ⟨C, hC⟩ := odd_linear_bound hf odd
  refine ⟨C, fun h hh => ?_⟩
  have b := hC h hh
  rw [slope] at b
  rwa [show 2 * h * (inner ℂ (u t) (deriv u t)).im
    = h * (2 * (inner ℂ (u t) (deriv u t)).im) by ring]

/-- For two normalised states, the phase of the overlap and its imaginary part differ by at
most `15` times the cube of the distance between the states. -/
theorem arg_sub_im_le {x y : E} (hx : ‖x‖ = 1) (hy : ‖y‖ = 1) :
    |arg (inner ℂ x y) - (inner ℂ x y).im| ≤ 15 * ‖x - y‖ ^ 3 := by
  have hre : ‖x - y‖ ^ 2 = ‖x‖ ^ 2 - 2 * (inner ℂ x y).re + ‖y‖ ^ 2 :=
    norm_sub_sq (𝕜 := ℂ) x y
  have hr : ‖inner ℂ x y‖ ≤ 1 := by
    have := norm_inner_le_norm (𝕜 := ℂ) x y
    rwa [hx, hy, one_mul] at this
  rw [hx, hy] at hre
  generalize inner ℂ x y = z at *
  have d0 := norm_nonneg (x - y)
  generalize ‖x - y‖ = d at *
  have hc := Complex.norm_mul_cos_arg z
  have hs := Complex.norm_mul_sin_arg z
  have hrz := Complex.re_le_norm z
  have hpi := Complex.abs_arg_le_pi z
  have r0 := norm_nonneg z
  generalize arg z = θ at *
  have pi2 : Real.pi ^ 2 ≤ 10 := by nlinarith [Real.pi_lt_d2, Real.pi_pos]
  have θ2 : θ ^ 2 ≤ Real.pi ^ 2 := by
    rw [← sq_abs θ]
    exact pow_le_pow_left₀ (abs_nonneg θ) hpi 2
  -- the angle is controlled by the distance
  have hθ : |θ| ≤ 3 * d := by
    refine abs_le_of_sq_le_sq ?_ (by positivity)
    rcases le_total 0 (Real.cos θ) with h | h
    · have q : Real.cos θ ≤ 1 - 2 / Real.pi ^ 2 * θ ^ 2 := by
        -- half-angle formula and Jordan's inequality
        have m := Real.mul_le_sin (x := |θ| / 2) (by positivity) (by linarith)
        have m2 := pow_le_pow_left₀ (by positivity) m 2
        have e : (2 / Real.pi * (|θ| / 2)) ^ 2 = 2 / Real.pi ^ 2 * θ ^ 2 / 2 := by
          rw [← sq_abs θ]; ring
        rw [e] at m2
        have c2 := Real.cos_two_mul (|θ| / 2)
        rw [show 2 * (|θ| / 2) = |θ| by ring, Real.cos_abs] at c2
        linarith [Real.sin_sq_add_cos_sq (|θ| / 2)]
      have p : 1 / 5 ≤ 2 / Real.pi ^ 2 := by
        rw [div_le_div_iff₀ (by norm_num) (by positivity)]
        linarith
      have p' := mul_le_mul_of_nonneg_right p (sq_nonneg θ)
      have c' := mul_le_mul_of_nonneg_right hr h
      nlinarith [sq_nonneg d]
    · have c' := mul_nonneg r0 (neg_nonneg.2 h)
      nlinarith
  have sin1 : |Real.sin θ| ≤ |θ| := by
    have := growth_bound (h := θ) (M := 1) (k := 0) Real.hasDerivAt_sin Real.sin_zero
      zero_le_one (fun t _ => by simpa using Real.abs_cos_le_one t)
    simpa using this
  have sin3 : |θ - Real.sin θ| ≤ 1 / 2 * |θ| ^ 3 :=
    growth_bound (φ := fun t => t - Real.sin t) (φ' := fun t => 1 - Real.cos t) (k := 2)
      (fun t => (hasDerivAt_id' t).fun_sub (Real.hasDerivAt_sin t)) (by simp) (by norm_num)
      (fun t _ => by
        rw [abs_of_nonneg (by linarith [Real.cos_le_one t]), sq_abs]
        linarith [Real.one_sub_sq_div_two_le_cos (x := t)])
  have split : θ - z.im = (θ - Real.sin θ) + (1 - ‖z‖) * Real.sin θ := by
    rw [← hs]; ring
  have r1 : 1 - ‖z‖ ≤ d ^ 2 / 2 := by linarith
  calc |θ - z.im| ≤ |θ - Real.sin θ| + |(1 - ‖z‖) * Real.sin θ| := by
        rw [split]; exact abs_add_le _ _
    _ = |θ - Real.sin θ| + (1 - ‖z‖) * |Real.sin θ| := by
        rw [abs_mul, abs_of_nonneg (sub_nonneg.2 hr)]
    _ ≤ 1 / 2 * |θ| ^ 3 + d ^ 2 / 2 * |θ| :=
        add_le_add sin3 (mul_le_mul r1 sin1 (abs_nonneg _) (by positivity))
    _ ≤ 1 / 2 * (3 * d) ^ 3 + d ^ 2 / 2 * (3 * d) := by gcongr
    _ = 15 * d ^ 3 := by ring

/-- Midpoint accuracy: for normalised states, the discrete Berry phase of the link from `t-h`
to `t+h` is `2h` times the Berry connection at `t`, up to a cubic error. -/
theorem midpoint_linkPhase {u : ℝ → E} (hu : ContDiff ℝ 3 u) (unit : ∀ s, ‖u s‖ = 1)
    (t : ℝ) : ∃ C, ∀ h : ℝ, |h| ≤ 1 →
      |linkPhase u (t - h) (t + h) - 2 * h * berryConnection u t| ≤ C * |h| ^ 3 := by
  obtain ⟨C, hC⟩ := midpoint_overlap hu t
  have c1 : Continuous (deriv u) := hu.continuous_deriv (by norm_num)
  obtain ⟨L, hL⟩ := (isCompact_Icc (a := t - 1) (b := t + 1)).exists_bound_of_continuousOn
    c1.continuousOn
  refine ⟨15 * (2 * L) ^ 3 + C, fun h hh => ?_⟩
  obtain ⟨h1, h2⟩ := abs_le.1 hh
  -- the end points of the link are at a distance of order h
  have dist : ‖u (t - h) - u (t + h)‖ ≤ 2 * L * |h| := by
    have a := Convex.norm_image_sub_le_of_norm_deriv_le (f := u) (x := t + h) (y := t - h)
      (fun s _ => hu.differentiable (by norm_num) s) hL (convex_Icc _ _)
      ⟨by linarith, by linarith⟩ ⟨by linarith, by linarith⟩
    rw [show t - h - (t + h) = -2 * h by ring, Real.norm_eq_abs, abs_mul] at a
    norm_num at a
    linarith
  have a := arg_sub_im_le (unit (t - h)) (unit (t + h))
  have b := pow_le_pow_left₀ (norm_nonneg _) dist 3
  have c := hC h hh
  unfold linkPhase berryConnection
  rw [mul_pow] at b
  rw [abs_le] at a c ⊢
  constructor <;> linarith [a.1, a.2, c.1, c.2]

/-- The one-component state `exp(i t^k)`. -/
def twist (k : ℕ) (t : ℝ) : ℂ := exp (((t ^ k : ℝ) : ℂ) * I)

/-- The states `exp(i t^k)` are three times continuously differentiable and normalised. -/
theorem twist_witness (k : ℕ) : ContDiff ℝ 3 (twist k) ∧ ∀ t, ‖twist k t‖ = 1 :=
  ⟨((Complex.ofRealCLM.contDiff.comp (contDiff_id.pow k)).mul contDiff_const).cexp,
    fun t => Complex.norm_exp_ofReal_mul_I (t ^ k)⟩

/-- For `exp(i t^k)` the link phase from `s` to `t` is `s^k - t^k`, as long as this is at most
`3` in size; for `k ≥ 2` the Berry connection vanishes at the origin. -/
theorem twist_phase (k : ℕ) :
    (∀ s t : ℝ, |s ^ k - t ^ k| ≤ 3 → linkPhase (twist k) s t = s ^ k - t ^ k) ∧
      (2 ≤ k → berryConnection (twist k) 0 = 0) := by
  constructor
  · intro s t hst
    obtain ⟨h1, h2⟩ := abs_le.1 hst
    have e : inner ℂ (twist k s) (twist k t) = exp (((t ^ k - s ^ k : ℝ) : ℂ) * I) := by
      simp only [twist, RCLike.inner_apply, ← Complex.exp_conj, map_mul,
        Complex.conj_ofReal, Complex.conj_I]
      rw [← Complex.exp_add]
      congr 1
      push_cast
      ring
    have im : (((t ^ k - s ^ k : ℝ) : ℂ) * I).im = t ^ k - s ^ k :=
      Complex.im_ofReal_mul _ _ |>.trans (by simp)
    unfold linkPhase
    rw [e, ← Complex.log_im, Complex.log_exp (by rw [im]; linarith [Real.pi_gt_three])
      (by rw [im]; linarith [Real.pi_gt_three]), im]
    ring
  · intro hk
    have h := ((hasDerivAt_pow k (0 : ℝ)).ofReal_comp.mul_const I).cexp
    have e : deriv (twist k) 0 = 0 :=
      h.deriv.trans (by simp [zero_pow (show k - 1 ≠ 0 by omega)])
    simp [berryConnection, e]

/-- Let `|h| ≤ 1`. For `exp(i t^3)` the error of the midpoint rule at the origin is exactly
`2|h|^3`, while for `exp(i t^2)` the error of the one-sided link from `0` to `h` is exactly `h^2`.
-/
theorem midpoint_sharp_and_oneSided_error {h : ℝ} (hh : |h| ≤ 1) :
    |linkPhase (twist 3) (0 - h) (0 + h) - 2 * h * berryConnection (twist 3) 0|
        = 2 * |h| ^ 3 ∧
      |linkPhase (twist 2) 0 h - h * berryConnection (twist 2) 0| = h ^ 2 := by
  have e3 : |(0 - h) ^ 3 - (0 + h) ^ 3| = 2 * |h| ^ 3 := by
    rw [show (0 - h) ^ 3 - (0 + h) ^ 3 = -(2 * h ^ 3) by ring, abs_neg, abs_mul, abs_pow,
      abs_two]
  have e2 : |(0 : ℝ) ^ 2 - h ^ 2| = h ^ 2 := by
    rw [show (0 : ℝ) ^ 2 - h ^ 2 = -(h ^ 2) by ring, abs_neg, abs_of_nonneg (sq_nonneg h)]
  have b3 : |h| ^ 3 ≤ 1 := pow_le_one₀ (abs_nonneg h) hh
  have b2 : h ^ 2 ≤ 1 := by
    rw [← sq_abs]
    exact pow_le_one₀ (abs_nonneg h) hh
  constructor
  · rw [(twist_phase 3).1 _ _ (by rw [e3]; linarith), (twist_phase 3).2 (by norm_num),
      mul_zero, sub_zero, e3]
  · rw [(twist_phase 2).1 _ _ (by rw [e2]; linarith), (twist_phase 2).2 le_rfl,
      mul_zero, sub_zero, e2]

end

end MidpointBerryPhase
```

```lean
#print axioms MidpointBerryPhase.midpoint_linkPhase
#print axioms MidpointBerryPhase.midpoint_sharp_and_oneSided_error
```

```
'MidpointBerryPhase.midpoint_linkPhase' depends on axioms: [propext, Classical.choice, Quot.sound]
'MidpointBerryPhase.midpoint_sharp_and_oneSided_error' depends on axioms: [propext, Classical.choice, Quot.sound]
```

## Link phase and connection

The family `u : ℝ → E` assigns to each real parameter a vector in a complex inner product space $E$, for instance $\mathbb C^n$ with its usual inner product. Lean's `inner ℂ x y` is $\langle x,y\rangle$, conjugate-linear in the first argument. The two quantities being compared are

$$
A(t)=-\operatorname{Im}\langle u(t),u'(t)\rangle,\qquad
\varphi(s,t)=-\arg\langle u(s),u(t)\rangle ,
$$

which are `berryConnection` and `linkPhase`. For normalised states $\langle u,u'\rangle$ is purely imaginary, so $A=i\langle u,u'\rangle$. The argument is the principal one, in $(-\pi,\pi]$. For orthogonal states the overlap is zero and has no phase; Lean then uses the convention $\arg 0=0$.

The main theorem, `midpoint_linkPhase`, takes a family with `ContDiff ℝ 3 u` and $\|u(s)\|=1$ for all $s$. For each $t$ it gives a constant $C$ such that, for all real $h$ with $|h|\le 1$,

$$
|\varphi(t-h,t+h)-2hA(t)|\le C|h|^3 .
$$

The constant may depend on $u$ and $t$, but not on $h$. The companion theorem `midpoint_overlap` gives a bound of the same form for $\operatorname{Im}\langle u(t-h),u(t+h)\rangle-2h\operatorname{Im}\langle u(t),u'(t)\rangle$, and there the states need not be normalised.

Link phases of this kind, taken between the cell-periodic Bloch states of neighbouring $k$-points, enter Berry-phase calculations of polarisation; in that setting the theorem covers one link in one parameter, for a single isolated band of independent electrons. Both $\varphi$ and $A$ depend on the phases chosen for the states. Smoothness of `u` includes a smooth choice of phase, which eigenvectors from independent diagonalisations generally lack. Sums over a mesh, closed loops and groups of degenerate bands are not treated.

## Symmetry removes the quadratic term

Fix $t$ and let $f(h)=\operatorname{Im}\langle u(t-h),u(t+h)\rangle$. Replacing $h$ by $-h$ exchanges the two states. This conjugates the overlap, so $f(-h)=-f(h)$; the lemma used is `overlap_im_swap`. The product rule gives

$$
f'(0)=\operatorname{Im}\big(\langle u,u'\rangle-\langle u',u\rangle\big)=2\operatorname{Im}\langle u,u'\rangle ,
$$

with $u$ and $u'$ taken at $t$.

`odd_linear_bound` turns oddness into an error estimate. Since $f$ is odd, $f(0)=0$; since $f'$ is then even, $f''(0)=0$. The continuous function $f'''$ is bounded by some $M$ on the compact interval $[-1,1]$. Working back from there, for $|h|\le1$,

$$
|f''(h)|\le M|h|,\quad |f'(h)-f'(0)|\le M|h|^2,\quad |f(h)-hf'(0)|\le M|h|^3 .
$$

Each step is an application of `growth_bound`: a function that vanishes at $0$ and has slope at most $M|t|^k$ in absolute value for $|t|\le|h|$ is at most $M|h|^{k+1}$ in absolute value at $h$. Its proof uses the mean value inequality, so the factor $1/6$ that exact integration would give is lost. Inserting $f'(0)$ yields `midpoint_overlap`.

## From the imaginary part to the phase

For unit vectors $x,y$, write $\langle x,y\rangle=re^{i\theta}$ with $\theta$ the principal argument, and $d=\|x-y\|$. The lemma `arg_sub_im_le` shows that $|\theta-r\sin\theta|\le15d^3$. Expanding the squared distance gives

$$
d^2=2-2r\cos\theta ,
$$

and the Cauchy–Schwarz inequality gives $r\le1$. Since $r\ge r\cos\theta=1-d^2/2$, it follows that $1-r\le d^2/2$.

The angle is bounded by $|\theta|\le3d$, in two cases:

- If $\cos\theta\ge0$, Jordan's inequality gives $\sin(|\theta|/2)\ge|\theta|/\pi$, hence $\cos\theta=1-2\sin^2(\theta/2)\le1-2\theta^2/\pi^2$. With $r\cos\theta\le\cos\theta$ this yields $d^2\ge4\theta^2/\pi^2$. As $\pi^2\le10$, $\theta^2\le\tfrac52d^2\le9d^2$.
- If $\cos\theta\le0$, then $d^2\ge2$, while $\theta^2\le\pi^2\le10\le9d^2$.

Now split the difference:

$$
\theta-r\sin\theta=(\theta-\sin\theta)+(1-r)\sin\theta .
$$

The bounds $|\sin\theta|\le|\theta|$ and $|\theta-\sin\theta|\le\tfrac12|\theta|^3$ both come from `growth_bound`. Together they give

$$
|\theta-r\sin\theta|\le\tfrac12(3d)^3+\tfrac12d^2(3d)=15d^3 .
$$

In the Lean proof, `generalize` replaces the overlap, its argument and the distance by plain variables, so that only equations and inequalities between numbers remain.

For the link, let $L$ bound $\|u'\|$ on $[t-1,t+1]$. The mean value inequality gives $\|u(t-h)-u(t+h)\|\le2L|h|$, so phase and imaginary part differ by at most $15(2L)^3|h|^3$. Adding the bound from `midpoint_overlap`, with its constant $C$, proves `midpoint_linkPhase` with constant $15(2L)^3+C$. The closing `linarith` calls do this addition for the upper and lower bounds separately.

## Phase-twisted states attain the orders

The state `twist k` is the one-component unit vector $e^{it^k}$. It represents the same physical state for every $t$, so the link phases and errors below come entirely from the choice of phase. Its overlaps are $\langle e^{is^k},e^{it^k}\rangle=e^{i(t^k-s^k)}$, so $\varphi(s,t)=s^k-t^k$ whenever $|s^k-t^k|\le3$. That condition keeps the angle below $\pi$, away from the jump of the argument. For $k\ge2$ the derivative of the state vanishes at $0$, and hence $A(0)=0$. These facts are collected in `twist_phase`.

For $|h|\le1$, `midpoint_sharp_and_oneSided_error` evaluates two errors exactly:

- With $k=3$, $\varphi(-h,h)=-2h^3$, so the midpoint error is $2|h|^3$. The exponent three in the main theorem is therefore the best possible for the whole class of families.
- With $k=2$, $\varphi(0,h)=-h^2$, so the link from $0$ to $h$, compared with $hA(0)$, has error $h^2$.
